# The relative orientation of two concentric regular tetrahedra of equal size is invisible up to degree 2 and shows in the third moment

## Choosing an angular cutoff

Setting up an interatomic potential often includes a choice of the highest angular degree to keep in the description of an atom's neighbours. The choice affects which neighbour arrangements the potential can tell apart. A small model shows what a cutoff at degree 2 can lose.

Place four neighbours of a central atom at the vertices of a regular tetrahedron, and four more at the vertices of a second one, obtained from the first by an orthogonal matrix \(Q\). For \(Q=-I\) the eight points are the corners of a cube. For \(Q=I\) they coincide in pairs. Two atoms can't share a position, so this case is best read as a statement about directions: two shells at different distances, lined up along the same four directions and given equal weight.

Real spherical harmonics up to \(\ell=2\) are polynomials of degree at most 2 on the unit sphere. In this idealised eight-neighbour shell, a potential that sees the neighbours only through equally weighted sums of such functions therefore assigns the central atom the same energy contribution for every \(Q\). The contributions of the neighbours, which have surroundings of their own, are not considered here. A third-degree quantity separates \(Q=I\) from \(Q=-I\).

## What is stated, and in which terms

Let \(u_0,\dots,u_3\in\mathbb R^3\) satisfy

\[
u_k\cdot u_l=\begin{cases}1,&k=l,\\-\tfrac13,&k\neq l.\end{cases}
\]

This is `IsRegularTetrahedron u`. It fixes unit length and the tetrahedral angle, but leaves the orientation in space free. The vectors `cubeCorners` are an explicit example.

Orthogonality is `Qᵀ * Q = 1`, so reflections and inversion are allowed along with rotations. The eight points form `combinedShell u Q`, a family indexed by `Fin 4 ⊕ Fin 4`. Because it is a family and not a set, coinciding points are counted twice, as the case \(Q=I\) requires.

There are two main statements.

- **Degree at most 2.** If `p.totalDegree ≤ 2`, then \(\sum_k\bigl(p(u_k)+p(Qu_k)\bigr)\) has the same value for any two orthogonal matrices. The theorem `combinedShell_sum_eval_eq` expresses this independence as an equality between the sums for `Q` and `R`.
- **Degree 3.** For points \(x_s\), let \(T_{abc}=\sum_s x_{s,a}x_{s,b}x_{s,c}\) with \(a,b,c\in\{0,1,2\}\), and let \(\|T\|^2=\sum_{a,b,c}T_{abc}^2\). For the eight points,

\[
\|T\|^2=\frac{64}{9}+2\sum_{k,l}(u_k\cdot Qu_l)^3\le\frac{128}{9},
\]

with the value \(128/9\) at \(Q=I\) and \(0\) at \(Q=-I\).

The tensor is a sum, not an average. Averaging over the eight points divides \(\|T\|^2\) by 64, which turns \(128/9\) into \(2/9\).

The model has exact tetrahedra, equal weights and a single radius. Thermal displacements, distance-dependent weights and chemical species do not enter it, and the theorems contain no energy function.

The word "total" in the degree condition matters. If one bounds the degree in each variable separately, the monomial \(x_0x_1x_2\) is admitted, and the claim fails. For `cubeCorners` its sum over the eight points is \(8/(3\sqrt3)\) at \(Q=I\) and \(0\) at \(Q=-I\).

## First and second moments from the scalar products

The squared length of the vector sum is the sum of all scalar products, four equal to 1 and twelve equal to \(-1/3\):

\[
\Bigl|\sum_k u_k\Bigr|^2=\sum_{k,l}u_k\cdot u_l=4-\frac{12}{3}=0 .
\]

Hence \(\sum_k u_k=0\).

Now let \(M_{ab}=\sum_k u_{k,a}u_{k,b}\). Its squared norm is \(\sum_{k,l}(u_k\cdot u_l)^2=4+\frac{12}{9}=\frac{16}{3}\), and its trace is \(\sum_k|u_k|^2=4\). Therefore

\[
\bigl\|M-\tfrac43I\bigr\|^2=\frac{16}{3}-\frac83\cdot4+3\cdot\frac{16}{9}=0,
\]

and \(M=\frac43I\).

Write a polynomial of degree at most 2 as \(p(x)=\alpha+\sum_a\beta_ax_a+\sum_{a,b}\gamma_{ab}x_ax_b\). Then

\[
\sum_k p(u_k)=4\alpha+\frac43\sum_a\gamma_{aa}.
\]

The right side is the same for every regular tetrahedron of unit vectors. The vectors \(Qu_k\) form one, since \((Qu_k)\cdot(Qu_l)=u_k\cdot Q^{\mathsf T}Qu_l=u_k\cdot u_l\). The sum over all eight points is thus \(8\alpha+\frac83\sum_a\gamma_{aa}\), whatever \(Q\) is.

## The third moment as a sum of cubed cosines

For any finite family of points, expanding the square gives

\[
\|T\|^2=\sum_{s,t}\sum_{a,b,c}x_{s,a}x_{t,a}\,x_{s,b}x_{t,b}\,x_{s,c}x_{t,c}
=\sum_{s,t}(x_s\cdot x_t)^3 .
\]

For one tetrahedron this is \(4-\frac{12}{27}=\frac{32}{9}\). For two, each tetrahedron contributes \(32/9\) and the pairs between them occur in both orders, so

\[
\|T\|^2=\frac{64}{9}+2\sum_{k,l}(u_k\cdot Qu_l)^3 .
\]

At \(Q=I\) the double sum is \(32/9\), and the total is \(128/9\). At \(Q=-I\) every cube changes sign, the double sum is \(-32/9\), and the total is \(0\).

For the bound, let \(A\) and \(B\) be the third moment tensors of the two tetrahedra, so that \(T=A+B\). From \((A_{abc}-B_{abc})^2\ge0\) follows \((A_{abc}+B_{abc})^2\le2A_{abc}^2+2B_{abc}^2\). Summing over components gives

\[
\|T\|^2\le2\cdot\frac{32}{9}+2\cdot\frac{32}{9}=\frac{128}{9}.
\]

## The complete Lean file

```lean
import Mathlib

open Matrix

namespace TetrahedralShell

noncomputable section

/-- Four vectors point to the vertices of a regular tetrahedron: they have unit length and
any two distinct ones have scalar product `-1/3`. -/
def IsRegularTetrahedron (u : Fin 4 → Fin 3 → ℝ) : Prop :=
  ∀ k l, u k ⬝ᵥ u l = if k = l then 1 else -1 / 3

/-- The eight neighbours formed by a tetrahedron `u` and its image under the matrix `Q`. -/
def combinedShell (u : Fin 4 → Fin 3 → ℝ) (Q : Matrix (Fin 3) (Fin 3) ℝ) :
    Fin 4 ⊕ Fin 4 → Fin 3 → ℝ :=
  Sum.elim u (fun k => Q *ᵥ u k)

/-- The third moment tensor of a finite family of points. -/
def thirdMoment {ι : Type*} [Fintype ι] (x : ι → Fin 3 → ℝ) (a b c : Fin 3) : ℝ :=
  ∑ k, x k a * x k b * x k c

/-- The squared norm of the third moment tensor, the sum of its squared components. -/
def thirdMomentNormSq {ι : Type*} [Fintype ι] (x : ι → Fin 3 → ℝ) : ℝ :=
  ∑ a, ∑ b, ∑ c, thirdMoment x a b c ^ 2

/-- Four alternate corners of a cube, scaled to unit length. -/
def cubeCorners (k : Fin 4) : Fin 3 → ℝ :=
  (√3)⁻¹ • (![![1, 1, 1], ![1, -1, -1], ![-1, 1, -1], ![-1, -1, 1]] k : Fin 3 → ℝ)

/-- Alternate corners of a cube, scaled to unit length, form a regular tetrahedron. -/
theorem isRegularTetrahedron_witness : IsRegularTetrahedron cubeCorners := by
  have h : (√3)⁻¹ * (√3)⁻¹ = (1 / 3 : ℝ) := by
    rw [← mul_inv, Real.mul_self_sqrt (by norm_num)]
    norm_num
  intro k l
  simp only [cubeCorners, smul_dotProduct, dotProduct_smul, smul_smul, h]
  fin_cases k <;> fin_cases l <;> simp [dotProduct, Fin.sum_univ_three] <;> norm_num

/-- The unit vectors to the vertices of a regular tetrahedron sum to zero, and their second moment
tensor is `4/3` times the identity. -/
theorem IsRegularTetrahedron.moments {u : Fin 4 → Fin 3 → ℝ} (hu : IsRegularTetrahedron u) :
    (∀ a, ∑ k, u k a = 0) ∧
      ∀ a b, ∑ k, u k a * u k b = if a = b then 4 / 3 else 0 := by
  have g : ∀ k l, u k ⬝ᵥ u l = if k = l then 1 else -1 / 3 := hu
  constructor
  · -- the squared length of the vector sum is the sum of all scalar products
    have h : ∑ a, (∑ k, u k a) ^ 2 = 0 := by
      have e : ∑ a, (∑ k, u k a) ^ 2 = ∑ k, ∑ l, u k ⬝ᵥ u l := by
        simp only [dotProduct, Fin.sum_univ_three, Fin.sum_univ_four]
        ring
      rw [e]
      simp only [g, Fin.sum_univ_four, Fin.reduceEq, reduceIte]
      norm_num
    intro a
    have ha := (Finset.sum_eq_zero_iff_of_nonneg (fun a _ => sq_nonneg _)).1 h a
      (Finset.mem_univ a)
    exact (pow_eq_zero_iff two_ne_zero).1 ha
  · -- the squared distance of the second moment from the isotropic tensor vanishes
    have h : ∑ a, ∑ b, (∑ k, u k a * u k b - if a = b then 4 / 3 else 0) ^ 2 = 0 := by
      have e : ∑ a, ∑ b, (∑ k, u k a * u k b - if a = b then 4 / 3 else 0) ^ 2
          = ∑ k, ∑ l, (u k ⬝ᵥ u l) ^ 2 - 8 / 3 * ∑ k, u k ⬝ᵥ u k + 16 / 3 := by
        simp only [dotProduct, Fin.sum_univ_three, Fin.sum_univ_four, Fin.reduceEq, reduceIte]
        ring
      rw [e]
      simp only [g, Fin.sum_univ_four, Fin.reduceEq, reduceIte]
      norm_num
    intro a b
    have ha := (Finset.sum_eq_zero_iff_of_nonneg
      (fun a _ => Finset.sum_nonneg (fun b _ => sq_nonneg _))).1 h a (Finset.mem_univ a)
    have hb := (Finset.sum_eq_zero_iff_of_nonneg (fun b _ => sq_nonneg _)).1 ha b
      (Finset.mem_univ b)
    exact sub_eq_zero.1 ((pow_eq_zero_iff two_ne_zero).1 hb)

/-- An orthogonal matrix carries a regular tetrahedron to a regular tetrahedron. -/
theorem IsRegularTetrahedron.rotate {u : Fin 4 → Fin 3 → ℝ} (hu : IsRegularTetrahedron u)
    {Q : Matrix (Fin 3) (Fin 3) ℝ} (hQ : Qᵀ * Q = 1) :
    IsRegularTetrahedron (fun k => Q *ᵥ u k) := by
  intro k l
  rw [← hu k l]
  change (Q *ᵥ u k) ⬝ᵥ (Q *ᵥ u l) = u k ⬝ᵥ u l
  rw [Matrix.dotProduct_mulVec, ← Matrix.vecMul_transpose, Matrix.vecMul_vecMul, hQ,
    Matrix.vecMul_one]

/-- A polynomial of degree at most 2 has the same vertex sum on any two regular tetrahedra
of unit vectors. -/
theorem sum_eval_eq {u v : Fin 4 → Fin 3 → ℝ} (hu : IsRegularTetrahedron u)
    (hv : IsRegularTetrahedron v) {p : MvPolynomial (Fin 3) ℝ} (hp : p.totalDegree ≤ 2) :
    ∑ k, MvPolynomial.eval (u k) p = ∑ k, MvPolynomial.eval (v k) p := by
  have h1 : ∀ a, ∑ k, u k a = ∑ k, v k a := fun a => by rw [hu.moments.1, hv.moments.1]
  have h2 : ∀ a b, ∑ k, u k a * u k b = ∑ k, v k a * v k b := fun a b => by
    rw [hu.moments.2, hv.moments.2]
  simp only [Fin.sum_univ_four] at h1 h2
  -- the ten monomials of degree at most 2 only see these moments
  have mono : ∀ a b c : ℕ, a + b + c ≤ 2 →
      ∑ k, u k 0 ^ a * u k 1 ^ b * u k 2 ^ c = ∑ k, v k 0 ^ a * v k 1 ^ b * v k 2 ^ c := by
    intro a b c h
    have ha : a ≤ 2 := by omega
    have hb : b ≤ 2 := by omega
    have hc : c ≤ 2 := by omega
    simp only [Fin.sum_univ_four]
    interval_cases a <;> interval_cases b <;> interval_cases c <;>
      linarith [h1 0, h1 1, h1 2, h2 0 0, h2 0 1, h2 0 2, h2 1 1, h2 1 2, h2 2 2]
  simp only [MvPolynomial.eval_eq']
  rw [Finset.sum_comm]
  conv_rhs => rw [Finset.sum_comm]
  refine Finset.sum_congr rfl fun d hd => ?_
  have hdeg := (MvPolynomial.le_totalDegree hd).trans hp
  rw [Finsupp.sum_fintype _ _ (fun _ => rfl), Fin.sum_univ_three] at hdeg
  rw [← Finset.mul_sum, ← Finset.mul_sum]
  simp only [Fin.prod_univ_three]
  rw [mono _ _ _ hdeg]

/-- For a polynomial of degree at most 2, the sum over a regular tetrahedron and its orthogonal
image is the same for all orthogonal matrices. -/
theorem combinedShell_sum_eval_eq {u : Fin 4 → Fin 3 → ℝ} (hu : IsRegularTetrahedron u)
    {Q R : Matrix (Fin 3) (Fin 3) ℝ} (hQ : Qᵀ * Q = 1) (hR : Rᵀ * R = 1)
    {p : MvPolynomial (Fin 3) ℝ} (hp : p.totalDegree ≤ 2) :
    ∑ s, MvPolynomial.eval (combinedShell u Q s) p
      = ∑ s, MvPolynomial.eval (combinedShell u R s) p := by
  simp only [Fintype.sum_sum_type, combinedShell, Sum.elim_inl, Sum.elim_inr]
  rw [sum_eval_eq (hu.rotate hQ) (hu.rotate hR) hp]

/-- The squared norm of the third moment tensor is the sum of the cubed scalar products over
all ordered pairs of points. -/
theorem thirdMomentNormSq_eq_sum {ι : Type*} [Fintype ι] (x : ι → Fin 3 → ℝ) :
    thirdMomentNormSq x = ∑ k, ∑ l, (x k ⬝ᵥ x l) ^ 3 := by
  simp only [thirdMomentNormSq, thirdMoment, dotProduct, Fin.sum_univ_three, sq,
    Finset.sum_mul_sum, ← Finset.sum_add_distrib]
  refine Finset.sum_congr rfl fun k _ => Finset.sum_congr rfl fun l _ => ?_
  ring

/-- The third moment tensor of a single regular tetrahedron of unit vectors has squared norm `32/9`.
-/
theorem IsRegularTetrahedron.thirdMomentNormSq_eq {u : Fin 4 → Fin 3 → ℝ}
    (hu : IsRegularTetrahedron u) : thirdMomentNormSq u = 32 / 9 := by
  have g : ∀ k l, u k ⬝ᵥ u l = if k = l then 1 else -1 / 3 := hu
  rw [thirdMomentNormSq_eq_sum]
  simp only [g, Fin.sum_univ_four, Fin.reduceEq, reduceIte]
  norm_num

/-- For a regular tetrahedron of unit vectors and its image under an orthogonal matrix `Q`, the
squared norm of the combined third moment tensor depends on `Q` through the cubed scalar products
between the two tetrahedra, and is at most `128/9`. -/
theorem combinedShell_thirdMoment {u : Fin 4 → Fin 3 → ℝ} (hu : IsRegularTetrahedron u)
    {Q : Matrix (Fin 3) (Fin 3) ℝ} (hQ : Qᵀ * Q = 1) :
    thirdMomentNormSq (combinedShell u Q)
        = 64 / 9 + 2 * ∑ k, ∑ l, (u k ⬝ᵥ (Q *ᵥ u l)) ^ 3 ∧
      thirdMomentNormSq (combinedShell u Q) ≤ 128 / 9 := by
  have hA := hu.thirdMomentNormSq_eq
  have hB := (hu.rotate hQ).thirdMomentNormSq_eq
  constructor
  · rw [thirdMomentNormSq_eq_sum] at hA hB ⊢
    have hC : ∑ k, ∑ l, ((Q *ᵥ u k) ⬝ᵥ u l) ^ 3 = ∑ k, ∑ l, (u k ⬝ᵥ (Q *ᵥ u l)) ^ 3 := by
      rw [Finset.sum_comm]
      refine Finset.sum_congr rfl fun k _ => Finset.sum_congr rfl fun l _ => ?_
      rw [dotProduct_comm]
    simp only [Fintype.sum_sum_type, combinedShell, Sum.elim_inl, Sum.elim_inr,
      Finset.sum_add_distrib]
    linarith
  · -- componentwise, (s + t)² ≤ 2 s² + 2 t²
    have h : thirdMomentNormSq (combinedShell u Q) ≤ ∑ a, ∑ b, ∑ c,
        (2 * thirdMoment u a b c ^ 2 + 2 * thirdMoment (fun k => Q *ᵥ u k) a b c ^ 2) := by
      refine Finset.sum_le_sum fun a _ => Finset.sum_le_sum fun b _ =>
        Finset.sum_le_sum fun c _ => ?_
      have e : thirdMoment (combinedShell u Q) a b c
          = thirdMoment u a b c + thirdMoment (fun k => Q *ᵥ u k) a b c := by
        simp only [thirdMoment, Fintype.sum_sum_type, combinedShell, Sum.elim_inl, Sum.elim_inr]
      rw [e]
      nlinarith [sq_nonneg (thirdMoment u a b c - thirdMoment (fun k => Q *ᵥ u k) a b c)]
    simp only [Finset.sum_add_distrib, ← Finset.mul_sum] at h
    unfold thirdMomentNormSq at hA hB h ⊢
    linarith

/-- For two regular tetrahedra of unit vectors, the squared norm of the combined third moment tensor
is `128/9` when the two tetrahedra coincide and `0` when the second is the inversion image of the
first. -/
theorem combinedShell_thirdMoment_one_neg_one {u : Fin 4 → Fin 3 → ℝ}
    (hu : IsRegularTetrahedron u) :
    thirdMomentNormSq (combinedShell u 1) = 128 / 9 ∧
      thirdMomentNormSq (combinedShell u (-1)) = 0 := by
  have hA := hu.thirdMomentNormSq_eq
  rw [thirdMomentNormSq_eq_sum] at hA
  have odd : ∀ x : ℝ, (-x) ^ 3 = -x ^ 3 := fun x => by ring
  constructor
  · rw [(combinedShell_thirdMoment hu (by simp)).1]
    simp only [Matrix.one_mulVec, hA]
    norm_num
  · rw [(combinedShell_thirdMoment hu (by simp)).1]
    simp only [Matrix.neg_mulVec, Matrix.one_mulVec, dotProduct_neg, odd,
      Finset.sum_neg_distrib, hA]
    norm_num

end

end TetrahedralShell
```

```lean
#print axioms TetrahedralShell.combinedShell_sum_eval_eq
#print axioms TetrahedralShell.combinedShell_thirdMoment_one_neg_one
```

```
'TetrahedralShell.combinedShell_sum_eval_eq' depends on axioms: [propext, Classical.choice, Quot.sound]
'TetrahedralShell.combinedShell_thirdMoment_one_neg_one' depends on axioms: [propext, Classical.choice, Quot.sound]
```

## From vanishing squares to equal polynomial sums

`isRegularTetrahedron_witness` checks the scalar products of the cube corners case by case, using \((1/\sqrt3)^2=1/3\).

`IsRegularTetrahedron.moments` contains the two vanishing norms. In each half, `e` rewrites the norm in terms of scalar products: `simp only` expands the sums into coordinates and `ring` confirms the identity. The tetrahedral values are then inserted through `g`, and `norm_num` finds zero. Since a sum of nonnegative terms vanishes only if each term does, `Finset.sum_eq_zero_iff_of_nonneg` delivers the components one by one.

`IsRegularTetrahedron.rotate` is the calculation with \(Q^{\mathsf T}Q=I\), carried out by moving the matrices to one side of the scalar product.

`sum_eval_eq` compares two tetrahedra directly, without computing the common value \(4\alpha+\frac43\sum_a\gamma_{aa}\). Its inner statement `mono` treats the monomials: `interval_cases` lists all exponents from 0 to 2. `linarith` settles the cases within the degree bound from the equal first and second moments, and dismisses the others because they contradict the bound. The rest writes `p` as a sum of coefficients times monomials, exchanges the two summations, and uses `MvPolynomial.le_totalDegree` to show that each monomial present meets the degree bound.

In `combinedShell_sum_eval_eq` the eight-point sum splits into two sums of four. The first does not contain the matrix, and `sum_eval_eq` applied to the images of the tetrahedron under the two matrices takes care of the second.

## From cubed scalar products to the two extreme values

`thirdMomentNormSq_eq_sum` is the expansion of \(\|T\|^2\) for an arbitrary finite family. `Finset.sum_mul_sum` turns each squared sum into a double sum, the component sums are collected inside it, and `ring` recognises the cube of the scalar product. Inserting the tetrahedral values gives \(32/9\) in `IsRegularTetrahedron.thirdMomentNormSq_eq`.

The first half of `combinedShell_thirdMoment` splits the double sum over eight points into four blocks. The two diagonal blocks are known from `hA` and `hB`, while `hC` shows that the two mixed blocks agree, which produces the factor 2. The second half proves the componentwise inequality with `nlinarith`, which is given the square of the difference, and then sums it.

`combinedShell_thirdMoment_one_neg_one` substitutes the two matrices into the orientation formula. For `1` the mixed sum is that of a single tetrahedron; for `-1` the auxiliary identity `odd` extracts the minus sign from each cube.
